# Site disorder cannot raise the low-field hopping velocity on a ring at fixed mean energy and hop prefactors

The activation energy of a hop is counted here from the site being left, so a carrier leaves a site of energy $E$ at a rate proportional to $e^{E/T}$, with $T$ in energy units, and the energy of the target site does not enter. At zero field the remaining prefactor of the rate belongs to the bond and is the same in both directions. On a ring of such sites with given temperature, positive bond prefactors and positive field, the linear-response drift velocity is at most that of a ring whose sites all have the mean energy, with equality only when the energies agree.

```lean
import Mathlib

open Finset

namespace HoppingMobility

noncomputable section

variable {N : ℕ}

/-- Rate of hops from site `i` to site `i + 1`, for `T ≠ 0`; the field `f` is the energy drop
per bond in units of `T`. -/
def rateRight (E : ZMod N → ℝ) (T : ℝ) (k : ZMod N → ℝ) (f : ℝ) (i : ZMod N) : ℝ :=
  k i * Real.exp (E i / T) * Real.exp (f / 2)

/-- Rate of hops from site `i + 1` back to site `i`, for `T ≠ 0`. -/
def rateLeft (E : ZMod N → ℝ) (T : ℝ) (k : ZMod N → ℝ) (f : ℝ) (i : ZMod N) : ℝ :=
  k i * Real.exp (E (i + 1) / T) * Real.exp (-f / 2)

/-- Unnormalised Boltzmann occupation of site `i`, for `T ≠ 0`, with relative perturbation
`s * u i`. -/
def occupation (E : ZMod N → ℝ) (T : ℝ) (u : ZMod N → ℝ) (s : ℝ) (i : ZMod N) : ℝ :=
  Real.exp (-E i / T) * (1 + s * u i)

/-- Net master-equation current from site `i` to site `i + 1` in the field `s * f`,
for `T ≠ 0`. -/
def bondCurrent (E : ZMod N → ℝ) (T : ℝ) (k : ZMod N → ℝ) (f : ℝ) (u : ZMod N → ℝ)
    (i : ZMod N) (s : ℝ) : ℝ :=
  occupation E T u s i * rateRight E T k (s * f) i
    - occupation E T u s (i + 1) * rateLeft E T k (s * f) i

/-- Linear-response current through the bond from `i` to `i + 1`. -/
def linearCurrent (k : ZMod N → ℝ) (f : ℝ) (u : ZMod N → ℝ) (i : ZMod N) : ℝ :=
  k i * (f + u i - u (i + 1))

/-- The linear-response current is the derivative of the master-equation current with respect
to the field strength `s`, taken at zero field. -/
theorem hasDerivAt_bondCurrent (E : ZMod N → ℝ) (T : ℝ) (k : ZMod N → ℝ) (f : ℝ)
    (u : ZMod N → ℝ) (i : ZMod N) :
    HasDerivAt (bondCurrent E T k f u i) (linearCurrent k f u i) 0 := by
  -- detailed balance: Boltzmann factors cancel against the activation factors
  have hc : ∀ j, Real.exp (-E j / T) * Real.exp (E j / T) = 1 := by
    intro j
    rw [← Real.exp_add, neg_div, neg_add_cancel, Real.exp_zero]
  have hfun : bondCurrent E T k f u i = fun s => k i * ((1 + s * u i) * Real.exp (s * (f / 2))
      - (1 + s * u (i + 1)) * Real.exp (s * (-f / 2))) := by
    funext s
    have h1 : s * f / 2 = s * (f / 2) := by ring
    have h2 : -(s * f) / 2 = s * (-f / 2) := by ring
    simp only [bondCurrent, occupation, rateRight, rateLeft]
    rw [h1, h2]
    linear_combination (k i * (1 + s * u i) * Real.exp (s * (f / 2))) * hc i
      - (k i * (1 + s * u (i + 1)) * Real.exp (s * (-f / 2))) * hc (i + 1)
  have hlin : ∀ c : ℝ, HasDerivAt (fun s : ℝ => 1 + s * c) c 0 := fun c =>
    (((hasDerivAt_id' (0 : ℝ)).mul_const c).const_add 1).congr_deriv (one_mul c)
  have hexp : ∀ c : ℝ, HasDerivAt (fun s : ℝ => Real.exp (s * c)) c 0 := fun c =>
    (((hasDerivAt_id' (0 : ℝ)).mul_const c).exp).congr_deriv (by simp)
  rw [hfun]
  refine ((((hlin (u i)).fun_mul (hexp (f / 2))).fun_sub
    ((hlin (u (i + 1))).fun_mul (hexp (-f / 2)))).const_mul (k i)).congr_deriv ?_
  simp only [linearCurrent, zero_mul, Real.exp_zero, add_zero]
  ring

variable [NeZero N]

/-- Arithmetic mean over the sites (or bonds) of a ring with `N ≥ 1` sites. -/
def mean (x : ZMod N → ℝ) : ℝ := (∑ i, x i) / N

/-- Linear-response drift velocity per carrier, in sites per unit time, at bond current `J` and
`T ≠ 0`. -/
def driftVelocity (E : ZMod N → ℝ) (T J : ℝ) : ℝ :=
  N * J / ∑ i, Real.exp (-E i / T)

lemma sum_eq_mean (x : ZMod N → ℝ) : ∑ i, x i = N * mean x := by
  have hN : (N : ℝ) ≠ 0 := Nat.cast_ne_zero.2 (NeZero.ne N)
  rw [mean]
  field_simp

lemma mean_pos {x : ZMod N → ℝ} (hx : ∀ i, 0 < x i) : 0 < mean x :=
  div_pos (sum_pos (fun i _ => hx i) univ_nonempty) (Nat.cast_pos.2 (NeZero.pos N))

/-- Bonds in series: if the linear-response current has the same value `J` on every bond and
all conductances are positive, then `J` is the field divided by the mean bond resistance. -/
theorem current_eq {k u : ZMod N → ℝ} {f J : ℝ} (hk : ∀ i, 0 < k i)
    (h : ∀ i, linearCurrent k f u i = J) : J = f / mean (fun i => 1 / k i) := by
  have hN : (N : ℝ) ≠ 0 := Nat.cast_ne_zero.2 (NeZero.ne N)
  have h1 : ∀ i, J * (1 / k i) = f + u i - u (i + 1) := by
    intro i
    have := (hk i).ne'
    rw [← h i, linearCurrent]
    field_simp
  have hshift : ∑ i, u (i + 1) = ∑ i, u i := Equiv.sum_comp (Equiv.addRight (1 : ZMod N)) u
  -- the potential differences cancel around the ring
  have h2 : J * ∑ i, 1 / k i = N * f := by
    rw [mul_sum, sum_congr rfl (fun i _ => h1 i), sum_sub_distrib, sum_add_distrib, hshift]
    simp [ZMod.card]
  rw [sum_eq_mean (fun i => 1 / k i)] at h2
  rw [eq_div_iff (mean_pos fun i => one_div_pos.2 (hk i)).ne']
  exact mul_left_cancel₀ hN (by linarith)

/-- A function on the bonds whose sum around the ring vanishes is the difference of a
potential on the sites. -/
theorem exists_potential (g : ZMod N → ℝ) (hg : ∑ i, g i = 0) :
    ∃ u : ZMod N → ℝ, ∀ i, u (i + 1) - u i = g i := by
  have hN : ∑ j ∈ range N, g (j : ZMod N) = 0 := by
    refine Eq.trans ?_ hg
    refine sum_nbij' (fun j => (j : ZMod N)) ZMod.val ?_ ?_ ?_ ?_ ?_
    · intro j _
      exact mem_univ _
    · intro i _
      exact mem_range.2 (ZMod.val_lt i)
    · intro j hj
      simp only [ZMod.val_natCast]
      exact Nat.mod_eq_of_lt (mem_range.1 hj)
    · intro i _
      exact ZMod.natCast_zmod_val i
    · intro j _
      rfl
  refine ⟨fun i => ∑ j ∈ range i.val, g (j : ZMod N), fun i => ?_⟩
  have hv : (i + 1).val = (i.val + 1) % N := by
    rw [ZMod.val_add, ZMod.val_one_eq_one_mod, Nat.add_mod_mod]
  -- closing the ring costs nothing, because the total drop is zero
  have wrap : ∑ j ∈ range (i + 1).val, g (j : ZMod N)
      = ∑ j ∈ range (i.val + 1), g (j : ZMod N) := by
    rw [hv]
    rcases Nat.lt_or_ge (i.val + 1) N with h | h
    · rw [Nat.mod_eq_of_lt h]
    · have h' : i.val + 1 = N := le_antisymm (ZMod.val_lt i) h
      rw [h', Nat.mod_self, hN, sum_range_zero]
  beta_reduce
  rw [wrap, sum_range_succ, ZMod.natCast_zmod_val, add_sub_cancel_left]

/-- For positive conductances and any field there is a steady linear response, with the same
current on every bond. -/
theorem exists_steady {k : ZMod N → ℝ} (hk : ∀ i, 0 < k i) (f : ℝ) :
    ∃ u : ZMod N → ℝ, ∀ i, linearCurrent k f u i = f / mean (fun i => 1 / k i) := by
  have hm := mean_pos fun i => one_div_pos.2 (hk i)
  obtain ⟨J, hJ⟩ : ∃ J, J = f / mean (fun i => 1 / k i) := ⟨_, rfl⟩
  have hJm : J * mean (fun i => 1 / k i) = f := (eq_div_iff hm.ne').1 hJ
  obtain ⟨u, hu⟩ := exists_potential (fun i => f - J * (1 / k i)) (by
    rw [sum_sub_distrib, ← mul_sum, sum_eq_mean (fun i => 1 / k i)]
    simp only [sum_const, card_univ, ZMod.card, nsmul_eq_mul]
    linear_combination -(N : ℝ) * hJm)
  refine ⟨u, fun i => ?_⟩
  have hki : k i * (1 / k i) = 1 := mul_one_div_cancel (hk i).ne'
  rw [← hJ, linearCurrent]
  linear_combination -(k i) * hu i + J * hki

/-- Jensen's inequality for the exponential on the ring, with equality exactly when all
values agree. -/
theorem exp_mean_le (x : ZMod N → ℝ) :
    Real.exp (mean x) ≤ mean (fun i => Real.exp (x i)) ∧
      (Real.exp (mean x) = mean (fun i => Real.exp (x i)) ↔ ∀ i j, x i = x j) := by
  have hN : (0 : ℝ) < N := Nat.cast_pos.2 (NeZero.pos N)
  have hsum := sum_eq_mean x
  have hexp := sum_eq_mean (fun i => Real.exp (x i))
  generalize mean x = m at *
  generalize mean (fun i => Real.exp (x i)) = M at *
  -- each exponential lies above its tangent at the mean
  have hd : ∀ i ∈ univ, 0 ≤ Real.exp (x i) - Real.exp m * (x i - m + 1) := by
    intro i _
    have h1 : Real.exp (x i) = Real.exp m * Real.exp (x i - m) := by
      rw [← Real.exp_add, add_sub_cancel]
    rw [h1, ← mul_sub]
    exact mul_nonneg (Real.exp_pos m).le (sub_nonneg.2 (Real.add_one_le_exp _))
  have key : ∑ i, (Real.exp (x i) - Real.exp m * (x i - m + 1)) = N * (M - Real.exp m) := by
    rw [sum_sub_distrib, ← mul_sum, sum_add_distrib, sum_sub_distrib, hexp, hsum]
    simp only [sum_const, card_univ, ZMod.card, nsmul_eq_mul]
    ring
  refine ⟨?_, fun h => ?_, fun h => ?_⟩
  · have h0 := sum_nonneg hd
    rw [key] at h0
    exact sub_nonneg.1 (nonneg_of_mul_nonneg_right h0 hN)
  · rw [h, sub_self, mul_zero, ← h] at key
    have hx : ∀ i, x i = m := by
      intro i
      by_contra hne
      have h0 := (sum_eq_zero_iff_of_nonneg hd).1 key i (mem_univ i)
      have h1 := mul_lt_mul_of_pos_left (Real.add_one_lt_exp (sub_ne_zero.2 hne))
        (Real.exp_pos m)
      rw [← Real.exp_add, add_sub_cancel] at h1
      linarith
    intro i j
    rw [hx i, hx j]
  · have hx : ∀ i, x i = m := by
      intro i
      have h1 : ∑ j, x j = N * x i := by
        rw [sum_congr rfl (fun j _ => h j i)]
        simp [ZMod.card]
      exact mul_left_cancel₀ hN.ne' (h1.symm.trans hsum)
    have h0 : ∑ i, (Real.exp (x i) - Real.exp m * (x i - m + 1)) = 0 :=
      sum_eq_zero fun i _ => by rw [hx i]; ring
    rw [key] at h0
    have := (mul_eq_zero.1 h0).resolve_left hN.ne'
    linarith

/-- For positive conductances and a uniform linear-response current `J`, the drift velocity is
the field divided by the mean resistance times the mean Boltzmann factor. -/
theorem driftVelocity_eq {k u : ZMod N → ℝ} {f J : ℝ} (E : ZMod N → ℝ) (T : ℝ)
    (hk : ∀ i, 0 < k i) (h : ∀ i, linearCurrent k f u i = J) :
    driftVelocity E T J
      = f / (mean (fun i => 1 / k i) * mean (fun i => Real.exp (-E i / T))) := by
  have hN : (N : ℝ) ≠ 0 := Nat.cast_ne_zero.2 (NeZero.ne N)
  rw [driftVelocity, current_eq hk h, sum_eq_mean (fun i => Real.exp (-E i / T)),
    mul_div_mul_left _ _ hN, div_div]

/-- Site disorder bounds the hopping velocity: for positive temperature, conductances and field, and
a uniform linear-response current `J`, the drift velocity is at most that of a ring with all site
energies equal to their mean and the same conductances and field, with equality exactly when all
site energies agree. -/
theorem driftVelocity_le {E k u : ZMod N → ℝ} {T f J : ℝ} (hT : 0 < T) (hf : 0 < f)
    (hk : ∀ i, 0 < k i) (h : ∀ i, linearCurrent k f u i = J) :
    driftVelocity E T J ≤ f * Real.exp (mean E / T) / mean (fun i => 1 / k i) ∧
      (driftVelocity E T J = f * Real.exp (mean E / T) / mean (fun i => 1 / k i) ↔
        ∀ i j, E i = E j) := by
  have ha := mean_pos fun i => one_div_pos.2 (hk i)
  have hM := mean_pos fun i => Real.exp_pos (-E i / T)
  obtain ⟨hle, heq⟩ := exp_mean_le (fun i => -E i / T)
  have hx : mean (fun i => -E i / T) = -(mean E / T) := by
    simp only [mean]
    rw [← sum_div, sum_neg_distrib]
    ring
  rw [hx] at hle heq
  have hX := Real.exp_pos (-(mean E / T))
  -- write the bound with the Boltzmann factor of the mean energy in the denominator
  have hB : f * Real.exp (mean E / T) / mean (fun i => 1 / k i)
      = f / (mean (fun i => 1 / k i) * Real.exp (-(mean E / T))) := by
    rw [div_eq_div_iff ha.ne' (mul_pos ha hX).ne']
    have h1 : Real.exp (mean E / T) * Real.exp (-(mean E / T)) = 1 := by
      rw [← Real.exp_add, add_neg_cancel, Real.exp_zero]
    linear_combination (f * mean (fun i => 1 / k i)) * h1
  rw [driftVelocity_eq E T hk h, hB]
  refine ⟨div_le_div_of_nonneg_left hf.le (mul_pos ha hX)
    (mul_le_mul_of_nonneg_left hle ha.le), fun he i j => ?_, fun hE => ?_⟩
  · rw [div_eq_div_iff (mul_pos ha hM).ne' (mul_pos ha hX).ne'] at he
    have h1 := heq.1 (mul_left_cancel₀ ha.ne' (mul_left_cancel₀ hf.ne' he)) i j
    exact neg_inj.1 ((div_left_inj' hT.ne').1 h1)
  · rw [heq.2 fun i j => by rw [hE i j]]

end

end HoppingMobility
```

```lean
#print axioms HoppingMobility.hasDerivAt_bondCurrent
#print axioms HoppingMobility.exists_steady
#print axioms HoppingMobility.driftVelocity_le
```

```
'HoppingMobility.hasDerivAt_bondCurrent' depends on axioms: [propext, Classical.choice, Quot.sound]
'HoppingMobility.exists_steady' depends on axioms: [propext, Classical.choice, Quot.sound]
'HoppingMobility.driftVelocity_le' depends on axioms: [propext, Classical.choice, Quot.sound]
```

## The bound and its hypotheses

The sites are the elements of `ZMod N` with $N\ge 1$, so `i + 1` closes the ring by itself. For $N=2$ the two sites are joined by two separate bonds; for $N=1$ the single bond joins the site to itself. Write $\langle x\rangle$ for `mean x`. The theorem `driftVelocity_le` takes $T>0$, $f>0$, all $k_i>0$, and potentials $u_i$ for which $k_i(f+u_i-u_{i+1})$ has the same value $J$ on every bond. It concludes

$$v=\frac{NJ}{\sum_i e^{-E_i/T}}\le\frac{f\,e^{\langle E\rangle/T}}{\langle 1/k\rangle},$$

with equality exactly when all $E_i$ are equal. At $f=0$ both sides vanish whatever the energies, so the equality clause needs a nonzero field.

The uniform current is the steady-state condition: no site gains or loses carriers to first order in the field. It is a hypothesis of the bound, and `exists_steady` shows that suitable $u_i$ exist whenever all $k_i$ are positive.

## From hop rates to the bond law

Bond $i$ joins sites $i$ and $i+1$. Its prefactor $k_i$ is the same in both directions and stands for the attempt frequency times the barrier or tunnelling factor of that bond. The Lean comments call $k_i$ the conductance, because with the unnormalised occupations used below it is the ratio of the linear current to the driving force $f+u_i-u_{i+1}$. With occupations normalised to one carrier, the conductance would be $k_i/\sum_j e^{-E_j/T}$, which depends on the energies; the bound holds $k_i$ fixed. The field enters through $e^{\pm f/2}$, where $f$ is the energy drop per bond divided by $T$.

In a field $sf$, take occupations $e^{-E_i/T}(1+su_i)$. The Boltzmann factors cancel the activation factors, and the net current is

$$I_i(s)=k_i\left[(1+su_i)e^{sf/2}-(1+su_{i+1})e^{-sf/2}\right].$$

Its derivative at $s=0$ is $k_i(u_i+f/2-u_{i+1}+f/2)$, which is `linearCurrent`. In `hasDerivAt_bondCurrent`, `hc` does the cancellation, and `hlin` and `hexp` supply the derivatives for the product rule.

The occupations are unnormalised, so $v$ divides by $\sum_i e^{-E_i/T}$. It is the velocity per carrier, in sites per unit time, to first order in $s$ and evaluated at $s=1$; $v/f$ is the mobility in these units.

## Resistances in series

Dividing the bond law by $k_i$ gives $J/k_i=f+u_i-u_{i+1}$. Summed around the ring, the potentials cancel (`hshift` in `current_eq`), so

$$J\sum_i\frac1{k_i}=Nf,\qquad J=\frac{f}{\langle 1/k\rangle}.$$

Conversely, with this $J$ the numbers $g_i=f-J/k_i$ sum to zero. Setting $u_i=\sum_{j<i}g_j$ gives $u_{i+1}-u_i=g_i$, also on the closing bond, because the total is zero. This is `exists_potential`, with the closing bond treated in `wrap`.

The lemma `sum_eq_mean` turns sums into $N$ times means, and `mean_pos` keeps the denominators positive. Then `driftVelocity_eq` gives the exact velocity

$$v=\frac{f}{\langle 1/k\rangle\,\langle e^{-E/T}\rangle}.$$

## Why disorder lowers the velocity

Let $x_i=-E_i/T$ and $m=\langle x\rangle$. Since $e^y\ge 1+y$,

$$e^{x_i}=e^m e^{x_i-m}\ge e^m(1+x_i-m).$$

Averaging removes $x_i-m$ and leaves $\langle e^x\rangle\ge e^m$. If equality holds, the nonnegative differences sum to zero, so each one vanishes; because $e^y>1+y$ for $y\ne0$, every $x_i$ equals $m$. Equal values plainly give equality. In `exp_mean_le`, `hd` is the tangent bound and `key` the sum.

Hence $\langle e^{-E/T}\rangle\ge e^{-\langle E\rangle/T}$, and putting the smaller quantity in the denominator of $v$ gives the bound. In `driftVelocity_le`, `hB` rewrites the right-hand side in that form, and cancelling $f$ and $\langle 1/k\rangle$ carries over the equality case. Physically, with the unnormalised occupations used here the current $J$ does not depend on the energies, while disorder at fixed mean energy raises the number of carriers $\sum_i e^{-E_i/T}$ that share it, so the velocity per carrier falls.

## Range of the model

The carriers are non-interacting, the ring is one-dimensional and the response is linear. If $k_i$ is made to depend on the site energies, the inequality still holds, but the comparison ring must keep the same $k_i$. Within these limits, the exact velocity is a reference value for low-field master-equation or kinetic Monte Carlo simulations.
